# Equal Gaussian STIRAP pulses on two-photon resonance turn the dark state at a hyperbolic-secant rate

A three-level Λ system is driven by a Stokes pulse followed by a pump pulse, with equal peak Rabi frequency \(\Omega\neq0\) and equal width \(T>0\):

\[
P(t)=\Omega\,e^{-((t-\tau)/T)^2},\qquad S(t)=\Omega\,e^{-((t+\tau)/T)^2},\qquad \tau>0 .
\]

With the mixing angle \(h=\arctan(P/S)\), the vector \(D=(\cos h,0,-\sin h)\) is annihilated by the rotating-frame matrix at every time. The angle runs from \(0\) to \(\pi/2\), and

\[
h'(t)=\frac{2\tau}{T^2}\,\operatorname{sech}\frac{4\tau t}{T^2},\qquad
\frac{d}{dt}\langle D,\psi\rangle=-h'\,\langle B,\psi\rangle,\qquad B=(\sin h,0,\cos h),
\]

for every solution \(\psi\) of the Schrödinger equation with \(\hbar=1\). The matrix is

\[
H=\begin{pmatrix}0&P/2&0\\ P/2&\delta&S/2\\ 0&S/2&0\end{pmatrix}.
\]

Levels are numbered 0, 1, 2, as in the Lean code. The complex constant \(\delta\) holds the detuning and the loss of the middle level; for example \(\delta=\Delta-i\Gamma/2\) describes detuning \(\Delta\) and population decay at rate \(\Gamma\). The letter \(h\) is the angle often written \(\theta\), not Planck's constant, and \(\tau\) is half the delay between the pulses.

## Propagation in the dark–bright basis

A code for coherent population transfer in this three-level model can propagate the amplitudes \(a=\langle D,\psi\rangle\), \(b=\langle B,\psi\rangle\) and \(c=\psi_1\). For \(\Omega>0\), write \(W=\sqrt{P^2+S^2}\). The equations are

\[
a'=-h'b,\qquad b'=h'a-\tfrac{i}{2}Wc,\qquad c'=-i\delta c-\tfrac{i}{2}Wb .
\]

The first two are theorems in the Lean file; the third is the middle row of the Schrödinger equation, rewritten by hand with \(P=W\sin h\) and \(S=W\cos h\).

At each time step the code evaluates \(x=4\tau t/T^2\), then \(h=\arctan e^x\) and \(h'=(2\tau/T^2)/\cosh x\), so the nonadiabatic coupling needs no numerical differentiation. The original amplitudes are recovered from \(\psi_0=a\cos h+b\sin h\) and \(\psi_2=-a\sin h+b\cos h\).

The closed form also matters in the wings. For \(\tau=T/2\), \(t=30T\) and a moderate \(\Omega\), both Gaussians underflow to zero in double precision and the quotient \(P/S\) becomes \(0/0\), whereas \(\arctan e^{60}\) is evaluated without trouble.

## From the pulse ratio to the overlap equation

The peak \(\Omega\) cancels in the ratio, and the exponents combine to

\[
\frac{(t+\tau)^2-(t-\tau)^2}{T^2}=\frac{4\tau t}{T^2},
\qquad\text{so}\qquad \frac{P}{S}=e^{rt},\quad r=\frac{4\tau}{T^2}.
\]

Hence \(h=\arctan e^{rt}\). Since \(r>0\), the exponential tends to \(0\) in the far past and to infinity in the far future, which gives the limits \(0\) and \(\pi/2\). The chain rule gives

\[
h'=\frac{r\,e^{rt}}{1+e^{2rt}}=\frac{r}{e^{-rt}+e^{rt}}=\frac{r}{2\cosh rt}.
\]

The definition \(\tan h=P/S\) means \(S\sin h=P\cos h\). Components 0 and 2 of \(HD\) vanish because \(D\) has no middle entry, and component 1 is \((P\cos h-S\sin h)/2=0\).

For the overlap, rows 0 and 2 of \(i\psi'=H\psi\) read \(\psi_0'=-\tfrac i2P\psi_1\) and \(\psi_2'=-\tfrac i2S\psi_1\). Differentiating \(\langle D,\psi\rangle=\cos h\,\psi_0-\sin h\,\psi_2\) gives

\[
-h'(\sin h\,\psi_0+\cos h\,\psi_2)-\tfrac i2(P\cos h-S\sin h)\psi_1 .
\]

The last bracket is zero, so only the rotation of \(D\) remains. The same differentiation for \(B\) gives

\[
\frac{d}{dt}\langle B,\psi\rangle=h'\langle D,\psi\rangle-\tfrac i2(P\sin h+S\cos h)\psi_1 .
\]

Since

\[
(P\sin h+S\cos h)^2+(P\cos h-S\sin h)^2=P^2+S^2,
\]

and the second square vanishes, the coupling is \(\pm W\). For \(\Omega>0\) all factors are positive and the sign is plus.

## Values for a delay equal to the width

Take \(T=1\) and \(\tau=1/2\), so that \(r=2\). At \(t=0\) the pulses are equal, \(h=\pi/4\) and \(h'=1\), its largest value. At \(t=1/2\) the pump is at its peak:

- \(P=\Omega\), \(S=\Omega e^{-1}\approx0.368\,\Omega\), and \(P/S=e\).
- \(h=\arctan e\approx1.218\), so \(D\approx(0.345,0,-0.939)\).
- \(P\cos h\) and \(S\sin h\) both equal about \(0.345\,\Omega\).
- \(h'=\operatorname{sech}1\approx0.648\).

## The Lean file

```lean
import Mathlib

open Matrix Filter Topology

noncomputable section

namespace StirapGaussian

/-- Gaussian pump pulse with peak Rabi frequency `Ω` and width `T ≠ 0`, centred at `τ`. -/
def pump (Ω τ T t : ℝ) : ℝ := Ω * Real.exp (-((t - τ) / T) ^ 2)

/-- Gaussian Stokes pulse with peak Rabi frequency `Ω` and width `T ≠ 0`, centred at `-τ`. -/
def stokes (Ω τ T t : ℝ) : ℝ := Ω * Real.exp (-((t + τ) / T) ^ 2)

/-- The mixing angle, the arctangent of pump over Stokes, for `Ω ≠ 0` and `T ≠ 0`. -/
def mixingAngle (Ω τ T t : ℝ) : ℝ := Real.arctan (pump Ω τ T t / stokes Ω τ T t)

/-- The hyperbolic-secant profile `(2τ/T²) sech(4τt/T²)`, for `T ≠ 0`. -/
def angleRate (τ T t : ℝ) : ℝ := 2 * τ / T ^ 2 / Real.cosh (4 * τ / T ^ 2 * t)

/-- The three-level matrix in the rotating frame at two-photon resonance; the complex number `δ`
holds the detuning and the loss of the middle level. -/
def hamiltonian (Ω τ T : ℝ) (δ : ℂ) (t : ℝ) : Matrix (Fin 3) (Fin 3) ℂ :=
  !![0, (pump Ω τ T t : ℂ) / 2, 0;
     (pump Ω τ T t : ℂ) / 2, δ, (stokes Ω τ T t : ℂ) / 2;
     0, (stokes Ω τ T t : ℂ) / 2, 0]

/-- The dark vector `(cos h, 0, -sin h)`. -/
def dark (h : ℝ) : Fin 3 → ℂ := ![(Real.cos h : ℂ), 0, -(Real.sin h : ℂ)]

/-- The bright vector `(sin h, 0, cos h)`. -/
def bright (h : ℝ) : Fin 3 → ℂ := ![(Real.sin h : ℂ), 0, (Real.cos h : ℂ)]

/-- `ψ` solves the Schrödinger equation `i ψ' = H ψ` (with `ħ = 1`) at all times. -/
def IsSolution (Ω τ T : ℝ) (δ : ℂ) (ψ : ℝ → Fin 3 → ℂ) : Prop :=
  ∀ t, HasDerivAt ψ ((-Complex.I) • (hamiltonian Ω τ T δ t *ᵥ ψ t)) t

/-- For a non-zero peak Rabi frequency, the ratio of pump to Stokes is `exp (4τt/T²)`. -/
theorem pump_div_stokes {Ω : ℝ} (hΩ : Ω ≠ 0) (τ T t : ℝ) :
    pump Ω τ T t / stokes Ω τ T t = Real.exp (4 * τ / T ^ 2 * t) := by
  unfold pump stokes
  rw [mul_div_mul_left _ _ hΩ, ← Real.exp_sub]
  congr 1
  ring

/-- At the mixing angle the two excitation paths out of the dark vector have equal strength. -/
theorem stokes_mul_sin (Ω τ T t : ℝ) :
    stokes Ω τ T t * Real.sin (mixingAngle Ω τ T t)
      = pump Ω τ T t * Real.cos (mixingAngle Ω τ T t) := by
  rcases eq_or_ne Ω 0 with rfl | hΩ
  · simp [pump, stokes]
  · have hS : stokes Ω τ T t ≠ 0 := mul_ne_zero hΩ (Real.exp_ne_zero _)
    have hc : Real.cos (mixingAngle Ω τ T t) ≠ 0 := (Real.cos_arctan_pos _).ne'
    have ht : Real.tan (mixingAngle Ω τ T t) = pump Ω τ T t / stokes Ω τ T t :=
      Real.tan_arctan _
    rw [Real.tan_eq_sin_div_cos, div_eq_div_iff hc hS] at ht
    linear_combination ht

/-- For a non-zero peak Rabi frequency, the mixing angle turns at the rate
`(2τ/T²) sech(4τt/T²)`. -/
theorem hasDerivAt_mixingAngle {Ω : ℝ} (hΩ : Ω ≠ 0) (τ T t : ℝ) :
    HasDerivAt (mixingAngle Ω τ T) (angleRate τ T t) t := by
  have hfun : mixingAngle Ω τ T = fun s => Real.arctan (Real.exp (4 * τ / T ^ 2 * s)) := by
    funext s
    rw [mixingAngle, pump_div_stokes hΩ]
  -- the derivative of arctan(exp x) is half a hyperbolic secant
  have key : ∀ x : ℝ, 1 / (1 + Real.exp x ^ 2) * Real.exp x = 1 / (2 * Real.cosh x) := by
    intro x
    have hC := Real.cosh_pos x
    have hm : Real.exp x * Real.exp (-x) = 1 := by rw [← Real.exp_add]; simp
    have hc : Real.exp x * (2 * Real.cosh x) = 1 + Real.exp x ^ 2 := by
      rw [Real.cosh_eq]
      linear_combination hm
    rw [one_div_mul_eq_div, div_eq_div_iff (by positivity) (by positivity)]
    linear_combination hc
  rw [hfun]
  have hlin := (hasDerivAt_id' t).const_mul (4 * τ / T ^ 2)
  refine hlin.exp.arctan.congr_deriv ?_
  rw [← mul_assoc, key, angleRate]
  ring

/-- For `τ, T > 0` the profile `angleRate` is strictly larger at `t = 0` than at any other time. -/
theorem angleRate_lt {τ T t : ℝ} (hτ : 0 < τ) (hT : 0 < T) (ht : t ≠ 0) :
    angleRate τ T t < angleRate τ T 0 := by
  unfold angleRate
  rw [mul_zero, Real.cosh_zero]
  exact div_lt_div_of_pos_left (by positivity) one_pos (Real.one_lt_cosh.2 (by positivity))

lemma dark_overlap (h : ℝ) (v : Fin 3 → ℂ) :
    star (dark h) ⬝ᵥ v = (Real.cos h : ℂ) * v 0 - (Real.sin h : ℂ) * v 2 := by
  simp [dark, dotProduct, Fin.sum_univ_three, sub_eq_add_neg,
    -Complex.ofReal_cos, -Complex.ofReal_sin]

lemma bright_overlap (h : ℝ) (v : Fin 3 → ℂ) :
    star (bright h) ⬝ᵥ v = (Real.sin h : ℂ) * v 0 + (Real.cos h : ℂ) * v 2 := by
  simp [bright, dotProduct, Fin.sum_univ_three, -Complex.ofReal_cos, -Complex.ofReal_sin]

lemma outer_amplitudes {Ω τ T : ℝ} {δ : ℂ} {ψ : ℝ → Fin 3 → ℂ}
    (hψ : IsSolution Ω τ T δ ψ) (t : ℝ) :
    HasDerivAt (fun s => ψ s 0) (-Complex.I * ((pump Ω τ T t : ℂ) / 2 * ψ t 1)) t ∧
    HasDerivAt (fun s => ψ s 2) (-Complex.I * ((stokes Ω τ T t : ℂ) / 2 * ψ t 1)) t := by
  constructor
  · exact (hasDerivAt_pi.1 (hψ t) 0).congr_deriv
      (by simp [hamiltonian, dotProduct, Fin.sum_univ_three])
  · exact (hasDerivAt_pi.1 (hψ t) 2).congr_deriv
      (by simp [hamiltonian, dotProduct, Fin.sum_univ_three])

/-- STIRAP with Gaussian pulses, for `Ω ≠ 0` and `τ, T > 0`: the dark vector is annihilated, the
mixing angle runs from `0` to `π/2` at a hyperbolic-secant rate, and the dark amplitude of every
Schrödinger solution changes only through the bright amplitude, at that rate. -/
theorem stirap {Ω τ T : ℝ} (hΩ : Ω ≠ 0) (hτ : 0 < τ) (hT : 0 < T) (δ : ℂ) :
    (∀ t, hamiltonian Ω τ T δ t *ᵥ dark (mixingAngle Ω τ T t) = 0) ∧
    Tendsto (mixingAngle Ω τ T) atBot (𝓝 0) ∧
    Tendsto (mixingAngle Ω τ T) atTop (𝓝 (Real.pi / 2)) ∧
    (∀ t, HasDerivAt (mixingAngle Ω τ T) (angleRate τ T t) t) ∧
    ∀ ψ, IsSolution Ω τ T δ ψ → ∀ t,
      HasDerivAt (fun s => star (dark (mixingAngle Ω τ T s)) ⬝ᵥ ψ s)
        (-(angleRate τ T t : ℂ) * (star (bright (mixingAngle Ω τ T t)) ⬝ᵥ ψ t)) t := by
  have hfun : mixingAngle Ω τ T = fun s => Real.arctan (Real.exp (4 * τ / T ^ 2 * s)) := by
    funext s
    rw [mixingAngle, pump_div_stokes hΩ]
  have hr : 0 < 4 * τ / T ^ 2 := by positivity
  refine ⟨fun t => ?_, ?_, ?_, hasDerivAt_mixingAngle hΩ τ T, fun ψ hψ t => ?_⟩
  · have hk := congrArg Complex.ofReal (stokes_mul_sin Ω τ T t)
    simp only [Complex.ofReal_mul] at hk
    ext i
    fin_cases i <;> simp [hamiltonian, dark, Matrix.mulVec, dotProduct, Fin.sum_univ_three,
      -Complex.ofReal_cos, -Complex.ofReal_sin]
    linear_combination (-1 / 2 : ℂ) * hk
  · rw [hfun]
    have h0 := Real.continuous_arctan.tendsto 0
    rw [Real.arctan_zero] at h0
    exact h0.comp (Real.tendsto_exp_atBot.comp (tendsto_id.const_mul_atBot hr))
  · rw [hfun]
    exact (Real.tendsto_arctan_atTop.mono_right nhdsWithin_le_nhds).comp
      (Real.tendsto_exp_atTop.comp (tendsto_id.const_mul_atTop hr))
  · -- product rule; the Hamiltonian part cancels by the balance of the two paths
    have hk := congrArg Complex.ofReal (stokes_mul_sin Ω τ T t)
    simp only [Complex.ofReal_mul] at hk
    have hh := hasDerivAt_mixingAngle hΩ τ T t
    obtain ⟨h0, h2⟩ := outer_amplitudes hψ t
    simp only [dark_overlap, bright_overlap]
    refine ((hh.cos.ofReal_comp.fun_mul h0).fun_sub
      (hh.sin.ofReal_comp.fun_mul h2)).congr_deriv ?_
    simp only [Complex.ofReal_mul, Complex.ofReal_neg]
    linear_combination (Complex.I / 2 * ψ t 1) * hk

/-- For `Ω ≠ 0` and `τ, T > 0` the dark vector leads from the first level in the far past to minus
the third level in the far future. -/
theorem dark_transfer {Ω τ T : ℝ} (hΩ : Ω ≠ 0) (hτ : 0 < τ) (hT : 0 < T) :
    Tendsto (fun t => dark (mixingAngle Ω τ T t)) atBot (𝓝 ![1, 0, 0]) ∧
    Tendsto (fun t => dark (mixingAngle Ω τ T t)) atTop (𝓝 ![0, 0, -1]) := by
  have hd : Continuous dark := by
    refine continuous_pi fun i => ?_
    fin_cases i <;> simp [dark] <;> fun_prop
  have e0 : dark 0 = ![1, 0, 0] := by simp [dark]
  have e1 : dark (Real.pi / 2) = ![0, 0, -1] := by simp [dark]
  obtain ⟨-, hb, ht, -⟩ := stirap hΩ hτ hT 0
  rw [← e0, ← e1]
  exact ⟨(hd.tendsto _).comp hb, (hd.tendsto _).comp ht⟩

/-- For `Ω > 0` the bright amplitude of every Schrödinger solution is fed by the dark one at the
rate of the mixing angle and is coupled to the middle level with the root-sum-square Rabi frequency.
-/
theorem bright_amplitude {Ω τ T : ℝ} (hΩ : 0 < Ω) {δ : ℂ} {ψ : ℝ → Fin 3 → ℂ}
    (hψ : IsSolution Ω τ T δ ψ) (t : ℝ) :
    HasDerivAt (fun s => star (bright (mixingAngle Ω τ T s)) ⬝ᵥ ψ s)
      ((angleRate τ T t : ℂ) * (star (dark (mixingAngle Ω τ T t)) ⬝ᵥ ψ t)
        - Complex.I / 2 * (Real.sqrt (pump Ω τ T t ^ 2 + stokes Ω τ T t ^ 2) : ℂ) * ψ t 1) t := by
  have hk := stokes_mul_sin Ω τ T t
  have hh := hasDerivAt_mixingAngle hΩ.ne' τ T t
  have hP : 0 < pump Ω τ T t := mul_pos hΩ (Real.exp_pos _)
  have hS : 0 < stokes Ω τ T t := mul_pos hΩ (Real.exp_pos _)
  have hc : 0 < Real.cos (mixingAngle Ω τ T t) := Real.cos_arctan_pos _
  have hs : 0 < Real.sin (mixingAngle Ω τ T t) :=
    (mul_pos_iff_of_pos_left hS).1 (hk ▸ mul_pos hP hc)
  -- the coupling of the bright vector is the root-sum-square Rabi frequency
  have hW : pump Ω τ T t ^ 2 + stokes Ω τ T t ^ 2
      = (pump Ω τ T t * Real.sin (mixingAngle Ω τ T t)
        + stokes Ω τ T t * Real.cos (mixingAngle Ω τ T t)) ^ 2 := by
    linear_combination (-(pump Ω τ T t ^ 2 + stokes Ω τ T t ^ 2))
        * Real.sin_sq_add_cos_sq (mixingAngle Ω τ T t)
      + (stokes Ω τ T t * Real.sin (mixingAngle Ω τ T t)
        - pump Ω τ T t * Real.cos (mixingAngle Ω τ T t)) * hk
  rw [hW, Real.sqrt_sq (by positivity)]
  obtain ⟨h0, h2⟩ := outer_amplitudes hψ t
  simp only [dark_overlap, bright_overlap]
  refine ((hh.sin.ofReal_comp.fun_mul h0).fun_add
    (hh.cos.ofReal_comp.fun_mul h2)).congr_deriv ?_
  simp only [Complex.ofReal_mul, Complex.ofReal_neg, Complex.ofReal_add]
  ring

end StirapGaussian
```

```lean
#print axioms StirapGaussian.angleRate_lt
-- 'StirapGaussian.angleRate_lt' depends on axioms: [propext, Classical.choice, Quot.sound]
#print axioms StirapGaussian.stirap
-- 'StirapGaussian.stirap' depends on axioms: [propext, Classical.choice, Quot.sound]
#print axioms StirapGaussian.dark_transfer
-- 'StirapGaussian.dark_transfer' depends on axioms: [propext, Classical.choice, Quot.sound]
#print axioms StirapGaussian.bright_amplitude
-- 'StirapGaussian.bright_amplitude' depends on axioms: [propext, Classical.choice, Quot.sound]
```

## The theorems in words

`pump`, `stokes` and `mixingAngle` are real functions of time. `hamiltonian` is a complex 3 × 3 matrix, Hermitian only when `δ` is real. `IsSolution` says that `ψ` is differentiable at every real time and obeys \(\psi'=-iH\psi\); no initial condition or normalisation is imposed. The expression `star (dark h) ⬝ᵥ v` is the inner product, conjugate-linear in its first argument, and `dark` and `bright` are unit vectors.

`stirap` contains the five statements of the opening: annihilation, two limits, the derivative and the overlap equation. Its hypotheses are `Ω ≠ 0`, `0 < τ` and `0 < T`. The sign of \(\tau\) fixes the direction: for \(\tau<0\) the limits swap, and for \(\tau=0\) the angle stays at \(\pi/4\).

Three further theorems complete the picture:

- `dark_transfer` says that \(D\) tends to \((1,0,0)\) in the far past and to \((0,0,-1)\) in the far future.
- `angleRate_lt` says that, for `τ, T > 0`, the rate `angleRate` is strictly largest at \(t=0\).
- `bright_amplitude` is the equation for \(b'\), under `0 < Ω`.

Some statements carry no condition on `T`; they have physical meaning only for \(T\neq0\).

## How Lean reaches the two amplitude equations

`pump_div_stokes` computes the pulse ratio, and `stokes_mul_sin` turns the tangent of the angle into the balance \(S\sin h=P\cos h\). In `hasDerivAt_mixingAngle`, the chain rule is applied to \(\arctan e^{rt}\), and the auxiliary fact `key` converts the result into a hyperbolic secant.

`dark_overlap` and `bright_overlap` write the inner products in components, while `outer_amplitudes` extracts rows 0 and 2 of the Schrödinger equation. In `stirap`, the limits follow by composing those of the exponential and the arctangent. The product rule then gives the derivative of the overlap, and the final `linear_combination` removes the \(\psi_1\) term by multiplying the balance by \(\tfrac i2\psi_1\).

`dark_transfer` combines the limits of the angle with the continuity of `dark`. In `bright_amplitude`, the step `hW` proves the sum-of-squares identity, and positivity selects the root.

## Adiabatic following and the physical system

The theorems describe how the dark vector moves and how any solution exchanges amplitude with it. They give no bound on the population that leaves it. Adiabatic transfer relies on the solution staying close to \(D\). For \(\delta=0\) the usual criterion is that \(W\) be large compared with \(h'\) while most of the turn takes place; a large \(|\delta|\) calls for a larger \(W\).

The step from a laser-driven atom or molecule to this matrix is assumed: it consists of the truncation to three levels and the rotating-wave approximation. Exact two-photon resonance appears as the equal zeros in the outer diagonal entries. Loss through \(\delta\) removes population from the three levels; spontaneous emission back into levels 0 or 2 is not included, and can be described with a density matrix. The closed form for \(h'\) belongs to Gaussians of equal peak and width, and \(\delta\) is constant in time.
